# The secular polynomial det(N − XG), evaluated at a real frequency w, equals det(N − wG)

For a stability matrix N and a metric G, the secular polynomial is the determinant of N − XG, with the frequency kept as an indeterminate X. The lemma states that putting a real number w for X in this polynomial gives the determinant of the real matrix N − wG. Both matrices are real and square over the same finite index set; neither is assumed symmetric, and G need not be invertible or positive. The attempt treats evaluation at w as a ring homomorphism, moves it inside the determinant, and then compares the two matrices entry by entry, leaving each entry to `simp`.

This version doesn't compile in Lean 4 with Mathlib:

```lean
import Mathlib

open Matrix Polynomial

namespace EvalSecular

noncomputable section

variable {n : Type*} [Fintype n] [DecidableEq n]

/-- The secular polynomial `det (N - w G)` in the frequency `w`, for a stability matrix `N`
and a metric `G`. -/
def secular (N G : Matrix n n ℝ) : ℝ[X] :=
  (N.map C - (X : ℝ[X]) • G.map C).det

/-- The value of the secular polynomial at a frequency `w` is the determinant of `N - w G`. -/
theorem eval_secular (N G : Matrix n n ℝ) (w : ℝ) :
    (secular N G).eval w = (N - w • G).det := by
  rw [secular, ← Polynomial.coe_evalRingHom, RingHom.map_det]
  congr 1
  ext i j
  simp

end

end EvalSecular
```

Compiling this gives:

```
Main.lean:18:46: error: unsolved goals
n : Type u_1
inst✝¹ : Fintype n
inst✝ : DecidableEq n
N G : Matrix n n ℝ
w : ℝ
i j : n
⊢ G i j * w = w * G i j
```

Cause. The message "unsolved goals" means that the proof script ended with something still to prove. What is left is `G i j * w = w * G i j`, for arbitrary indices `i` and `j`. So the passage through the determinant worked, and `simp` did nearly all of the entrywise comparison: it evaluated the polynomial entry at `w` and removed the common term `N i j`.

The two remaining products differ only in the order of their factors, and `simp` itself brought that about. In the polynomial matrix the metric term is `X * C (G i j)`, and Mathlib's simp lemma `Polynomial.X_mul_C` rewrites it with the constant in front, as `C (G i j) * X`. Evaluation at `w` then gives `G i j * w`. On the right, the entry of `w • G` unfolds to `w * G i j`. Real multiplication is commutative, so the two are equal, but `mul_comm` is not in the default simp set, and `simp` stops there.

The one change adds `ring` after `simp`. That tactic proves identities that follow from the laws of a commutative ring, of which this is one, and so it closes the goal.

This version goes through:

```diff
@@ -21,4 +21,5 @@
   ext i j
   simp
+  ring
 
 end
```
